# A Green's matrix of product form belongs to a nearest-neighbour chain

Let a particle move on a row of $n$ sites with Hamiltonian matrix $K$, and suppose that at an energy $z$ its Green's matrix $G=(z-K)^{-1}$ has entries

$$G_{ij}=u_{\min(i,j)}\,w_{\max(i,j)}$$

for two complex vectors $u$ and $w$. Then $K$ has no hopping beyond nearest neighbours, and the amplitude on the bond between $i$ and $i+1$, in either direction, is $1/(u_{i+1}w_i-u_iw_{i+1})$. In particular, no bond is broken.

The familiar direction starts from a chain and builds $G$ from two solutions of its wave equation, one fitted to the left end and one to the right. Here the argument runs backwards, and no wave equation is assumed for $u$ or $w$. For a finite, non-interacting tight-binding model, a resolvent of this form at a single energy therefore already excludes longer-range hopping.

## Sites, vectors and the Wronskian

Sites are elements of `Fin n`, numbered from $0$ to $n-1$.

```lean
import Mathlib

open Matrix

namespace GreenProductForm

variable {n : ℕ}
```

The Green's matrix is `productGreen u w`, with arbitrary complex `u` and `w`.

```lean
/-- The matrix of product form, `G i j = u (min i j) * w (max i j)`, on a row of `n` sites. -/
def productGreen (u w : Fin n → ℂ) : Matrix (Fin n) (Fin n) ℂ :=
  Matrix.of fun i j => u (min i j) * w (max i j)
```

For two sites $i$ and $j$, put

$$W_{ij}=u_jw_i-u_iw_j .$$

Textbooks often include the hopping amplitude in the Wronskian of a chain; `wronskian` leaves it out.

```lean
/-- The Wronskian `u j * w i - u i * w j` of the two vectors between sites `i` and `j`. -/
def wronskian (u w : Fin n → ℂ) (i j : Fin n) : ℂ := u j * w i - u i * w j
```

From here on $H$ denotes an inverse of $G$, so $HG=1$. It is not the Hamiltonian, which keeps the letter $K$; the two are related by $H=z-K$. For $i\le j$ the definition gives $G_{ij}=G_{ji}=u_iw_j$, and the first lemma records both equalities.

```lean
variable {u w : Fin n → ℂ} {H : Matrix (Fin n) (Fin n) ℂ}

/-- For `i ≤ j`, propagation from `i` to `j` and from `j` to `i` both have amplitude
`u i * w j`. -/
theorem productGreen_of_le (u w : Fin n → ℂ) {i j : Fin n} (h : (i : ℕ) ≤ j) :
    productGreen u w i j = u i * w j ∧ productGreen u w j i = u i * w j := by
  have h' : i ≤ j := Fin.le_def.2 h
  constructor
  · simp only [productGreen, Matrix.of_apply, min_eq_left h', max_eq_right h']
  · simp only [productGreen, Matrix.of_apply, min_eq_right h', max_eq_left h']
```

## Two neighbouring columns of $HG=1$

Let $j=i+1$, written `(i : ℕ) + 1 = j` in Lean. Fix a row $r$ and define the partial sums

$$P_i=\sum_{k\le i}H_{rk}u_k,\qquad Q_j=\sum_{k\ge j}H_{rk}w_k .$$

Columns $i$ and $j$ of $HG=1$ read, with $\delta$ the Kronecker delta,

$$w_iP_i+u_iQ_j=\delta_{ri},\qquad w_jP_i+u_jQ_j=\delta_{rj}.$$

Multiplying the first by $u_j$, the second by $u_i$ and subtracting eliminates $Q_j$:

$$W_{ij}P_i=u_j\delta_{ri}-u_i\delta_{rj}.$$

In Lean the cut-off is an `if` inside a sum over all sites. The proof replaces the entries of the identity by those of $HG$ and compares the sums term by term, treating $k\le i$ and $k>i$ separately.

```lean
/-- For neighbouring sites `i`, `j = i + 1` and an inverse `H` of the Green's matrix, the
Wronskian times the overlap of row `r` of `H` with `u` cut off after `i` involves only
the sites `i` and `j`. -/
theorem left_sum (h : H * productGreen u w = 1) {i j : Fin n} (hij : (i : ℕ) + 1 = j)
    (r : Fin n) :
    wronskian u w i j * ∑ k, H r k * (if (k : ℕ) ≤ i then u k else 0) =
      u j * (1 : Matrix (Fin n) (Fin n) ℂ) r i - u i * (1 : Matrix (Fin n) (Fin n) ℂ) r j := by
  rw [← h, Matrix.mul_apply, Matrix.mul_apply, Finset.mul_sum, Finset.mul_sum,
    Finset.mul_sum, ← Finset.sum_sub_distrib]
  refine Finset.sum_congr rfl fun k _ => ?_
  by_cases hk : (k : ℕ) ≤ i
  · have hkj : (k : ℕ) ≤ j := by omega
    rw [if_pos hk, (productGreen_of_le u w hk).1, (productGreen_of_le u w hkj).1, wronskian]
    ring
  · have hik : (i : ℕ) ≤ k := by omega
    have hjk : (j : ℕ) ≤ k := by omega
    rw [if_neg hk, (productGreen_of_le u w hik).2, (productGreen_of_le u w hjk).2]
    ring
```

Eliminating $P_i$ instead gives

$$W_{ij}Q_j=w_i\delta_{rj}-w_j\delta_{ri}.$$

```lean
/-- For neighbouring sites `i`, `j = i + 1` and an inverse `H` of the Green's matrix, the
Wronskian times the overlap of row `r` of `H` with `w` cut off before `j` involves only
the sites `i` and `j`. -/
theorem right_sum (h : H * productGreen u w = 1) {i j : Fin n} (hij : (i : ℕ) + 1 = j)
    (r : Fin n) :
    wronskian u w i j * ∑ k, H r k * (if (j : ℕ) ≤ k then w k else 0) =
      w i * (1 : Matrix (Fin n) (Fin n) ℂ) r j - w j * (1 : Matrix (Fin n) (Fin n) ℂ) r i := by
  rw [← h, Matrix.mul_apply, Matrix.mul_apply, Finset.mul_sum, Finset.mul_sum,
    Finset.mul_sum, ← Finset.sum_sub_distrib]
  refine Finset.sum_congr rfl fun k _ => ?_
  by_cases hk : (j : ℕ) ≤ k
  · have hik : (i : ℕ) ≤ k := by omega
    rw [if_pos hk, (productGreen_of_le u w hik).2, (productGreen_of_le u w hk).2, wronskian]
    ring
  · have hki : (k : ℕ) ≤ i := by omega
    have hkj : (k : ℕ) ≤ j := by omega
    rw [if_neg hk, (productGreen_of_le u w hki).1, (productGreen_of_le u w hkj).1]
    ring
```

## No Wronskian between neighbours vanishes

Suppose $W_{ij}=0$ on some bond. With $r=j$ the two identities become $0=-u_i$ and $0=w_i$. Every entry of column $i$ of $G$ contains $u_i$ or $w_i$ as a factor, so the column is zero. Then $(HG)_{ii}=0$, which contradicts $(HG)_{ii}=1$.

```lean
/-- If the Green's matrix of product form is invertible, the Wronskian between neighbouring
sites is nonzero. -/
theorem wronskian_ne_zero (h : H * productGreen u w = 1) {i j : Fin n}
    (hij : (i : ℕ) + 1 = j) : wronskian u w i j ≠ 0 := by
  intro h0
  have hji : j ≠ i := fun e => by
    have := congrArg Fin.val e
    omega
  have hu := left_sum h hij j
  have hw := right_sum h hij j
  rw [h0, zero_mul, Matrix.one_apply_ne hji, Matrix.one_apply_eq] at hu hw
  have hui : u i = 0 := by linear_combination hu
  have hwi : w i = 0 := by linear_combination -hw
  -- column `i` of the Green's matrix would vanish
  have hz : (H * productGreen u w) i i = 0 := by
    rw [Matrix.mul_apply]
    refine Finset.sum_eq_zero fun k _ => ?_
    rcases le_total (k : ℕ) i with hk | hk
    · rw [(productGreen_of_le u w hk).1, hwi, mul_zero, mul_zero]
    · rw [(productGreen_of_le u w hk).2, hui, zero_mul, mul_zero]
  rw [h, Matrix.one_apply_eq] at hz
  exact one_ne_zero hz
```

## The inverse is symmetric

Since $G^{T}=G$, transposing $GH=1$ gives $H^{T}G=1$. A left inverse equals a right inverse, so $H^{T}=H$. The order $GH=1$ follows from $HG=1$ because the matrices are square and finite; in the proof this is `mul_eq_one_comm`.

```lean
/-- The inverse of a Green's matrix of product form is symmetric. -/
theorem inverse_symm (h : H * productGreen u w = 1) (i j : Fin n) : H i j = H j i := by
  have hs : (productGreen u w)ᵀ = productGreen u w := by
    ext a b
    rw [Matrix.transpose_apply]
    rcases le_total (a : ℕ) b with hab | hab
    · exact (productGreen_of_le u w hab).2.trans (productGreen_of_le u w hab).1.symm
    · exact (productGreen_of_le u w hab).1.trans (productGreen_of_le u w hab).2.symm
  have hr := mul_eq_one_comm.1 h
  have ht := congrArg Matrix.transpose hr
  rw [Matrix.transpose_mul, hs, Matrix.transpose_one] at ht
  have e : Hᵀ = H := left_inv_eq_right_inv ht hr
  rw [← Matrix.transpose_apply H j i, e]
```

## One entry from a difference of partial sums

Take a row $r<j$, with $j=i+1$ as before. Since $\delta_{rj}=0$,

$$W_{ij}P_i=u_j\delta_{ri},\qquad W_{ij}Q_j=-w_j\delta_{ri}.$$

If there is a next site $m=j+1$, the same identities on the bond between $j$ and $m$ have zero right-hand sides, because $r$ is neither $j$ nor $m$. As $W_{jm}\neq0$, it follows that $P_j=0$ and $Q_m=0$. Neighbouring partial sums differ by one term:

$$H_{rj}u_j=P_j-P_i=-P_i,\qquad H_{rj}w_j=Q_j-Q_m=Q_j .$$

Multiplying by $W_{ij}$ gives

$$(W_{ij}H_{rj}+\delta_{ri})\,u_j=0,\qquad (W_{ij}H_{rj}+\delta_{ri})\,w_j=0 .$$

If $u_j$ and $w_j$ were both zero, $W_{ij}$ would vanish. Hence the bracket is zero:

$$W_{ij}H_{rj}=-\delta_{ri}\qquad(r<j).$$

Neither equation suffices alone, because either vector can have a node at an interior site $j$. For instance, $u=(1,0,1)$ and $w=(1,1,1)$ give an invertible $G$ although $u_1=0$, and $u=(1,1,1)$ and $w=(1,0,1)$ give an invertible $G$ although $w_1=0$.

If $j$ is the last site, there is no $m$. Then $Q_j=H_{rj}w_j$ directly, and $w_j\neq0$ because column $j$ of $G$ is $w_j$ times $u$ and cannot be zero. The second equation then suffices.

The auxiliary statement `step` is the subtraction of two sums that differ only at site $j$. The split `by_cases hlast` separates the interior from the last site, and `linear_combination` carries out the multiplication by $W_{ij}$.

```lean
/-- Above the diagonal, column `j = i + 1` of an inverse `H` of the Green's matrix of product form
has the single nonzero entry `-1 / wronskian u w i j`, in row `i`; here this is written without
division. -/
theorem upper_column (h : H * productGreen u w = 1) {i j r : Fin n}
    (hij : (i : ℕ) + 1 = j) (hrj : (r : ℕ) < j) :
    wronskian u w i j * H r j = -(1 : Matrix (Fin n) (Fin n) ℂ) r i := by
  have hne : r ≠ j := fun e => by
    have := congrArg Fin.val e
    omega
  -- two cut-off vectors that differ only at site `j` isolate the entry `H r j`
  have step : ∀ (f g : Fin n → ℂ) (c : ℂ), (∀ k : Fin n, (k : ℕ) ≠ j → f k = g k) →
      f j = c → g j = 0 → ∑ k, H r k * f k - ∑ k, H r k * g k = H r j * c := by
    intro f g c hfg hf hg
    rw [← Finset.sum_sub_distrib, Finset.sum_eq_single j]
    · rw [hf, hg]
      ring
    · intro k _ hk
      rw [hfg k (fun e => hk (Fin.ext e)), sub_self]
    · exact fun hj => absurd (Finset.mem_univ j) hj
  have eP := left_sum h hij r
  have eQ := right_sum h hij r
  rw [Matrix.one_apply_ne hne, mul_zero] at eP eQ
  by_cases hlast : (j : ℕ) + 1 < n
  · obtain ⟨m, hjm⟩ : ∃ m : Fin n, (j : ℕ) + 1 = m := ⟨⟨j + 1, hlast⟩, rfl⟩
    have hrm : r ≠ m := fun e => by
      have := congrArg Fin.val e
      omega
    have pj := left_sum h hjm r
    have qm := right_sum h hjm r
    rw [Matrix.one_apply_ne hne, Matrix.one_apply_ne hrm, mul_zero, mul_zero, sub_zero]
      at pj qm
    replace pj := (mul_eq_zero.1 pj).resolve_left (wronskian_ne_zero h hjm)
    replace qm := (mul_eq_zero.1 qm).resolve_left (wronskian_ne_zero h hjm)
    have hu := step (fun k => if (k : ℕ) ≤ j then u k else 0)
      (fun k => if (k : ℕ) ≤ i then u k else 0) (u j)
      (fun k hk => if_congr (by omega) rfl rfl) (if_pos le_rfl) (if_neg (by omega))
    have hw := step (fun k => if (j : ℕ) ≤ k then w k else 0)
      (fun k => if (m : ℕ) ≤ k then w k else 0) (w j)
      (fun k hk => if_congr (by omega) rfl rfl) (if_pos le_rfl) (if_neg (by omega))
    have hu2 : (wronskian u w i j * H r j + (1 : Matrix (Fin n) (Fin n) ℂ) r i) * u j = 0 := by
      linear_combination (-wronskian u w i j) * hu + wronskian u w i j * pj - eP
    have hw2 : (wronskian u w i j * H r j + (1 : Matrix (Fin n) (Fin n) ℂ) r i) * w j = 0 := by
      linear_combination (-wronskian u w i j) * hw - wronskian u w i j * qm + eQ
    -- `u j` and `w j` cannot both vanish
    by_contra hcon
    have hx := fun e => hcon (eq_neg_of_add_eq_zero_left e)
    apply wronskian_ne_zero h hij
    rw [wronskian, (mul_eq_zero.1 hu2).resolve_left hx, (mul_eq_zero.1 hw2).resolve_left hx]
    ring
  · -- at the last site `w j` is nonzero, since column `j` is `w j` times `u`
    have hwj : w j ≠ 0 := by
      intro h0
      have hz : (H * productGreen u w) j j = 0 := by
        rw [Matrix.mul_apply]
        refine Finset.sum_eq_zero fun k _ => ?_
        have hk : (k : ℕ) ≤ j := by
          have := k.isLt
          omega
        rw [(productGreen_of_le u w hk).1, h0, mul_zero, mul_zero]
      rw [h, Matrix.one_apply_eq] at hz
      exact one_ne_zero hz
    have hw := step (fun k => if (j : ℕ) ≤ k then w k else 0) (fun _ => 0) (w j)
      (fun k hk => if_neg (by have := k.isLt; omega)) (if_pos le_rfl) rfl
    simp only [mul_zero, Finset.sum_const_zero, sub_zero] at hw
    have hw2 : (wronskian u w i j * H r j + (1 : Matrix (Fin n) (Fin n) ℂ) r i) * w j = 0 := by
      linear_combination (-wronskian u w i j) * hw + eQ
    exact eq_neg_of_add_eq_zero_left ((mul_eq_zero.1 hw2).resolve_right hwj)
```

## All distant entries vanish

For $r<i$ the last formula gives $W_{ij}H_{rj}=0$, hence $H_{rj}=0$. This covers every entry more than one step above the diagonal, and symmetry covers those below. In the theorem, `IsUnit (productGreen u w)` says that $G$ is invertible, and `hfar` says that the two sites are more than one step apart, in either order.

```lean
/-- If a Green's matrix of product form is invertible, its inverse is tridiagonal: entries
between sites more than one step apart vanish. -/
theorem inverse_tridiagonal (hG : IsUnit (productGreen u w)) (i j : Fin n)
    (hfar : (i : ℕ) + 1 < j ∨ (j : ℕ) + 1 < i) : (productGreen u w)⁻¹ i j = 0 := by
  have h := Matrix.nonsing_inv_mul _ ((Matrix.isUnit_iff_isUnit_det _).1 hG)
  have upper : ∀ a b : Fin n, (a : ℕ) + 1 < b → (productGreen u w)⁻¹ a b = 0 := by
    intro a b hab
    have hb := b.isLt
    obtain ⟨p, hp⟩ : ∃ p : Fin n, (p : ℕ) + 1 = b :=
      ⟨⟨b - 1, by omega⟩, by show (b : ℕ) - 1 + 1 = b; omega⟩
    have hap : a ≠ p := fun e => by
      have := congrArg Fin.val e
      omega
    have e := upper_column h hp (show (a : ℕ) < b by omega)
    rw [Matrix.one_apply_ne hap, neg_zero] at e
    exact (mul_eq_zero.1 e).resolve_left (wronskian_ne_zero h hp)
  rcases hfar with hf | hf
  · exact upper i j hf
  · rw [inverse_symm h i j]
    exact upper j i hf
```

## Reading off the Hamiltonian

Put $H=z-K$. Off the diagonal $H_{ij}=-K_{ij}$, so distant entries of $K$ vanish. On a bond with $j=i+1$, taking $r=i$ gives $-W_{ij}K_{ij}=-1$, and by symmetry

$$W_{ij}K_{ij}=W_{ij}K_{ji}=1 .$$

The hypothesis `h` states that $(z-K)G=1$, which fixes the sign convention of the resolvent and implies that $z$ is not an eigenvalue of $K$. Neither a Hermitian $K$ nor a complex $z$ is required. The conclusion has two parts: zero hopping between distant sites, and the two products on each bond. The first part is empty for $n\le2$ and the second for $n\le1$. The on-site energies are also determined by $u$, $w$ and $z$, since $K=z-G^{-1}$, but the theorem gives no formula for them.

The equality $K_{ij}=K_{ji}$ restricts the physics. A Hermitian chain with a complex hopping amplitude, such as one carrying a magnetic phase, does not have a resolvent of this form in that basis.

An application has to justify, besides the product form itself, the description of the real system by a finite one-particle matrix in an orthonormal site basis. With overlapping orbitals, $z-K$ would become $zS-K$, where $S$ is the overlap matrix, and tridiagonality of the inverse would then concern that combination.

```lean
/-- If the resolvent of a Hamiltonian `K` at energy `z` has product form, then `K` couples
only nearest neighbours, and each hopping amplitude, in either direction, is the reciprocal
of the Wronskian on its bond. -/
theorem hamiltonian_is_chain {K : Matrix (Fin n) (Fin n) ℂ} {z : ℂ}
    (h : (z • (1 : Matrix (Fin n) (Fin n) ℂ) - K) * productGreen u w = 1) :
    (∀ i j : Fin n, (i : ℕ) + 1 < j ∨ (j : ℕ) + 1 < i → K i j = 0) ∧
    ∀ i j : Fin n, (i : ℕ) + 1 = j →
      wronskian u w i j * K i j = 1 ∧ wronskian u w i j * K j i = 1 := by
  -- off the diagonal, `z - K` is `-K`
  have off : ∀ a b : Fin n, a ≠ b →
      (z • (1 : Matrix (Fin n) (Fin n) ℂ) - K) a b = -K a b := by
    intro a b hab
    rw [Matrix.sub_apply, Matrix.smul_apply, Matrix.one_apply_ne hab, smul_zero, zero_sub]
  constructor
  · intro i j hfar
    have hij : i ≠ j := fun e => by
      have := congrArg Fin.val e
      omega
    have e := inverse_tridiagonal
      ((Matrix.isUnit_iff_isUnit_det _).2 (Matrix.isUnit_det_of_left_inverse h)) i j hfar
    rw [Matrix.inv_eq_left_inv h, off i j hij] at e
    exact neg_eq_zero.1 e
  · intro i j hij
    have hne : i ≠ j := fun e => by
      have := congrArg Fin.val e
      omega
    have e := upper_column h hij (show (i : ℕ) < j by omega)
    have s := inverse_symm h i j
    rw [off i j hne, Matrix.one_apply_eq] at e
    rw [off i j hne, off j i hne.symm] at s
    constructor
    · linear_combination -e
    · linear_combination -e + wronskian u w i j * s
```

## A three-site chain at energy 2

Take unit hopping, on-site energies $0,0,1$ and $z=2$. With $u=(1,2,3)$ and $w=(1,1,1)$,

$$\begin{pmatrix}2&-1&0\\-1&2&-1\\0&-1&1\end{pmatrix}\begin{pmatrix}1&1&1\\1&2&2\\1&2&3\end{pmatrix}=1 .$$

Both Wronskians equal $1$, in agreement with the unit hopping. Lean first writes out the Green's matrix and then checks the nine entries of the product, so the hypothesis of the preceding theorem is met by an actual chain.

```lean
/-- A three-site chain with unit hopping and on-site energies 0, 0, 1 has, at energy 2, the
resolvent of product form with `u = (1, 2, 3)` and `w = (1, 1, 1)`. -/
theorem hamiltonian_is_chain_witness :
    ((2 : ℂ) • (1 : Matrix (Fin 3) (Fin 3) ℂ) - !![0, 1, 0; 1, 0, 1; 0, 1, 1]) *
      productGreen ![1, 2, 3] ![1, 1, 1] = 1 := by
  have hG : productGreen ![1, 2, 3] ![1, 1, 1] = !![1, 1, 1; 1, 2, 2; 1, 2, 3] := by
    ext i j
    fin_cases i <;> fin_cases j <;> simp [productGreen, min_def, max_def]
  rw [hG]
  ext i j
  fin_cases i <;> fin_cases j <;>
    simp [Matrix.mul_apply, Fin.sum_univ_succ, Matrix.one_apply] <;> norm_num

end GreenProductForm
```

```lean
#print axioms GreenProductForm.hamiltonian_is_chain
-- 'GreenProductForm.hamiltonian_is_chain' depends on axioms: [propext, Classical.choice, Quot.sound]
```
